# Preconditioning $K + q\,bb^*$ by $K^{-1}$ leaves at most one eigenvalue away from 1 when $K$ is positive definite

Let $K$ be a positive definite complex matrix of dimension $m+1$ with $m \ge 0$, let $b$ be a complex vector and $q$ a real number. Write $b^*$ for the conjugate transpose of $b$, $\langle x, y\rangle = \sum_i \bar x_i y_i$ for the inner product, and

$$M = K^{-1}(K + q\,bb^*), \qquad w = \langle b, K^{-1}b\rangle, \qquad \mu = 1 + q\,w .$$

The characteristic polynomial of $M$ in the variable $X$ is

$$\det(X\cdot 1 - M) = (X-1)^m\,(X-\mu).$$

If $q \ne 0$ and $b \ne 0$, then $\mu \ne 1$, $\mu$ is a simple root, and $1$ has multiplicity $m$: exactly one eigenvalue lies away from $1$. If $q = 0$ or $b = 0$, then $\mu = 1$ and there is no outlier. For $b \neq 0$ the number $\mu$ is real, above $1$ exactly when $q > 0$ and below $1$ exactly when $q < 0$, with eigenvector $K^{-1}b$. For all $q$ and $b$, $(M-1)(M-\mu) = 0$.

## Projector terms in a preconditioned eigensolver

With ultrasoft pseudopotentials the orbitals solve $H\psi = \varepsilon S\psi$, where the Hamiltonian $H$ and the overlap $S$ both contain projector terms. With kinetic energy $T$, local potential $V$, projectors $\beta_i$, nonlocal coefficients $D_{ij}$ and augmentation charges $Q_{ij}$,

$$H - \varepsilon S = T - \varepsilon + V + \sum_{ij} (D_{ij} - \varepsilon Q_{ij})\,\beta_i\beta_j^* .$$

Dropping $V$, keeping one projector and replacing $T - \varepsilon$ by a positive definite $K$ gives the model $K + q\,bb^*$, which shows, for one projector in a finite orthonormal basis, what a preconditioner built from $K$ alone leaves uncorrected. Positive definiteness stands for a kinetic matrix bounded away from zero. In plane waves $T$ is diagonal with entries $T_i \ge 0$, one of which can vanish, so $K = T + \sigma$ with a shift $\sigma > 0$ qualifies, and then $w = \sum_i |b_i|^2/(T_i + \sigma)$. The strength $q$ plays the role of $D_{11} - \varepsilon Q_{11}$; it is real so that the projector term is Hermitian, and it may have either sign. The choice $K = 1$ with $q = Q_{11}$ gives instead the one-projector overlap matrix.

A code can use the result in two ways. One application of $K^{-1}$ and one inner product give $\mu$, and with it the whole spectrum of the model. The relation $(M-1)(M-\mu)x = 0$ for every vector $x$ gives a consistency test when $M$ is applied as $K^{-1}(Kx + q\langle b, x\rangle b)$ with separate routines for $K$ and $K^{-1}$. The test is limited: it holds for all $b$ and $q$, so a wrong projector used throughout passes, and if $M$ is applied as $x + q\langle b, x\rangle Pb$ with $\mu = 1 + q\langle b, Pb\rangle$, it holds for any matrix $P$ in place of $K^{-1}$, so a wrong inverse passes too. The same relation gives $M^2 = (1+\mu)M - \mu$, so a Krylov space of $M$ has dimension at most two.

The vector $b$ is not normalised. For $b = \|b\|\,\hat b$ with $\|\hat b\| = 1$, the outlier is $\mu = 1 + q\|b\|^2\langle \hat b, K^{-1}\hat b\rangle$, which for $K = 1$ and a unit projector is $1 + q$.

## From a rank-one update to the spectrum

**Rank-one update.** Take arbitrary complex vectors $u$, $v$ and the bilinear product $v\cdot u = \sum_i v_i u_i$. For a column $a$, the identity $\det(1 + AB) = \det(1 + BA)$ with $A = a$ and $B = v^T$ reduces the determinant to a $1\times 1$ one: $\det(1 + a v^T) = 1 + v\cdot a$. For a complex number $t \ne 1$ put $c = 1/(t-1)$. Then

$$t\cdot 1 - (1 + uv^T) = (t-1)\,\bigl(1 + (-c\,u)\,v^T\bigr),$$

and taking determinants in dimension $m+1$,

$$\det\bigl(t\cdot 1 - 1 - uv^T\bigr) = (t-1)^{m+1}\,(1 - c\;v\cdot u) = (t-1)^m\,(t - 1 - v\cdot u).$$

Two polynomials that agree at infinitely many points are equal, so the characteristic polynomial of $1 + uv^T$ is $(X-1)^m\,(X - (1 + v\cdot u))$.

**The preconditioned matrix.** A positive definite $K$ is invertible, so $M = 1 + q\,K^{-1}bb^* = 1 + uv^T$ with $u = q\,K^{-1}b$ and $v = \bar b$. Here $v\cdot u = q\,w$, which gives the factorisation.

**The sign of $w$.** For $b \ne 0$ put $y = K^{-1}b$, which is nonzero because $Ky = b$. Then $w = \langle Ky, y\rangle = \langle y, Ky\rangle > 0$, since $K$ is Hermitian and positive definite. Hence $\mu - 1 = q\,w$ is real and has the sign of $q$; it vanishes only for $q = 0$. For $b = 0$, $w = 0$ and $\mu = 1$. When $\mu \neq 1$ the two factors have different roots and the multiplicities can be read off.

**Eigenvectors.** For any $x$, $Mx = x + q\langle b, x\rangle\,y$. Taking $x = y$ gives $My = (1 + q w)\,y$, and $\langle b, x\rangle = 0$ gives $Mx = x$. The eigenvector $y$ has $\langle y, Ky\rangle = w$, so $y/\sqrt{w}$ is normalised in the $K$-weighted inner product.

**Quadratic relation.** The matrix $R = uv^T$ satisfies $R^2 = (v\cdot u)R$. With $M - 1 = R$ and $M - \mu = R - (v\cdot u)$, the product is $R^2 - (v\cdot u)R = 0$.

**Dimension one.** For $m = 0$, $K$ is a number $\kappa > 0$ and $b$ a number $\beta$. Then $M = (\kappa + q|\beta|^2)/\kappa = 1 + q|\beta|^2/\kappa = \mu$, the factor $(X-1)^0$ is $1$, and for $q \ne 0$, $\beta \ne 0$ the value $1$ has multiplicity zero: the outlier is the whole spectrum.

## The theorems in Lean 4 over Mathlib

```lean
import Mathlib

open Matrix Polynomial
open scoped ComplexOrder

namespace KineticPreconditionerOutlier

noncomputable section

variable {n : Type*} [Fintype n] [DecidableEq n]

/-- The kinetic matrix `K` augmented by one projector term: `K + q b b*`. -/
def augmented (K : Matrix n n ℂ) (q : ℝ) (b : n → ℂ) : Matrix n n ℂ :=
  K + (q : ℂ) • vecMulVec b (star b)

/-- The augmented operator after purely kinetic preconditioning: `K⁻¹ (K + q b b*)`. -/
def preconditioned (K : Matrix n n ℂ) (q : ℝ) (b : n → ℂ) : Matrix n n ℂ :=
  K⁻¹ * augmented K q b

/-- The weight `⟨b, K⁻¹ b⟩` of the projector in the inverse kinetic matrix. -/
def projWeight (K : Matrix n n ℂ) (b : n → ℂ) : ℂ :=
  star b ⬝ᵥ K⁻¹ *ᵥ b

/-- The number `1 + q ⟨b, K⁻¹ b⟩`. -/
def outlier (K : Matrix n n ℂ) (q : ℝ) (b : n → ℂ) : ℂ :=
  1 + (q : ℂ) * projWeight K b

/-- In dimension `m + 1`, the rank-one update `1 + u vᵀ` with arbitrary complex `u`, `v` has
characteristic polynomial `(X - 1)^m (X - (1 + v·u))`. -/
theorem charpoly_rank_one_update {m : ℕ} (hn : Fintype.card n = m + 1) (u v : n → ℂ) :
    (1 + vecMulVec u v).charpoly = (X - 1) ^ m * (X - C (1 + v ⬝ᵥ u)) := by
  -- determinant of a rank-one update, from det (1 + A B) = det (1 + B A)
  have hdet : ∀ a : n → ℂ, det (1 + vecMulVec a v) = 1 + v ⬝ᵥ a := by
    intro a
    have h : vecMulVec a v = (Matrix.of fun i (_ : Unit) => a i : Matrix n Unit ℂ) *
        (Matrix.of fun (_ : Unit) j => v j : Matrix Unit n ℂ) := by
      ext i j
      simp [vecMulVec_apply, Matrix.mul_apply]
    rw [h, det_one_add_mul_comm, det_unique]
    simp [Matrix.mul_apply, dotProduct]
  -- compare the two polynomials at all points t ≠ 1
  apply Polynomial.eq_of_infinite_eval_eq
  refine (Set.finite_singleton (1 : ℂ)).infinite_compl.mono ?_
  intro t ht
  have ht' : t - 1 ≠ 0 := sub_ne_zero.mpr (by simpa using ht)
  obtain ⟨c, hc⟩ : ∃ c : ℂ, (t - 1) * c = 1 := ⟨(t - 1)⁻¹, mul_inv_cancel₀ ht'⟩
  have hs : Matrix.scalar n t = t • (1 : Matrix n n ℂ) := by
    rw [scalar_apply, smul_one_eq_diagonal]
  have h2 : (t - 1) • vecMulVec ((-c) • u) v = -vecMulVec u v := by
    ext i j
    simp only [Matrix.smul_apply, Matrix.neg_apply, vecMulVec_apply, Pi.smul_apply, smul_eq_mul]
    linear_combination (-(u i * v j)) * hc
  have h : Matrix.scalar n t - (1 + vecMulVec u v)
      = (t - 1) • (1 + vecMulVec ((-c) • u) v) := by
    rw [hs, smul_add, h2]
    module
  show eval t _ = eval t _
  rw [eval_charpoly, h, det_smul, hdet, hn, pow_succ]
  simp only [eval_mul, eval_pow, eval_sub, eval_X, eval_C, eval_one, dotProduct_smul,
    smul_eq_mul]
  linear_combination (-((t - 1) ^ m * (v ⬝ᵥ u))) * hc

/-- For positive definite `K`, the preconditioned operator is the identity plus the rank-one
term `(q K⁻¹ b) b*`. -/
theorem preconditioned_eq {K : Matrix n n ℂ} (hK : K.PosDef) (q : ℝ) (b : n → ℂ) :
    preconditioned K q b = 1 + vecMulVec ((q : ℂ) • K⁻¹ *ᵥ b) (star b) := by
  have hdet : IsUnit K.det := (Matrix.isUnit_iff_isUnit_det K).mp hK.isUnit
  have hm : K⁻¹ * vecMulVec b (star b) = vecMulVec (K⁻¹ *ᵥ b) (star b) := by
    ext i j
    rw [Matrix.mul_apply]
    show ∑ k, K⁻¹ i k * (b k * star b j) = (∑ k, K⁻¹ i k * b k) * star b j
    rw [Finset.sum_mul]
    exact Finset.sum_congr rfl fun k _ => by ring
  unfold preconditioned augmented
  rw [Matrix.mul_add, nonsing_inv_mul _ hdet, Matrix.mul_smul, hm]
  congr 1
  ext i j
  simp only [Matrix.smul_apply, vecMulVec_apply, Pi.smul_apply, smul_eq_mul, mul_assoc]

/-- Main result: for positive definite `K` of dimension `m + 1`, the characteristic polynomial
of `K⁻¹ (K + q b b*)` is `(X - 1)^m (X - (1 + q ⟨b, K⁻¹ b⟩))`. -/
theorem charpoly_preconditioned {m : ℕ} (hn : Fintype.card n = m + 1) {K : Matrix n n ℂ}
    (hK : K.PosDef) (q : ℝ) (b : n → ℂ) :
    (preconditioned K q b).charpoly = (X - 1) ^ m * (X - C (outlier K q b)) := by
  rw [preconditioned_eq hK, charpoly_rank_one_update hn, dotProduct_smul, smul_eq_mul]
  rfl

/-- For positive definite `K` and `b ≠ 0`, the weight `⟨b, K⁻¹ b⟩` is real and positive. -/
theorem projWeight_pos {K : Matrix n n ℂ} (hK : K.PosDef) {b : n → ℂ} (hb : b ≠ 0) :
    0 < (projWeight K b).re ∧ (projWeight K b).im = 0 := by
  have h : 0 < projWeight K b := hK.inv.dotProduct_mulVec_pos hb
  obtain ⟨h1, h2⟩ := Complex.lt_def.mp h
  exact ⟨by simpa using h1, by simpa using h2.symm⟩

/-- For positive definite `K`, the number `1 + q ⟨b, K⁻¹ b⟩` equals one exactly when the
strength `q` or the projector `b` vanishes. -/
theorem outlier_eq_one_iff {K : Matrix n n ℂ} (hK : K.PosDef) (q : ℝ) (b : n → ℂ) :
    outlier K q b = 1 ↔ q = 0 ∨ b = 0 := by
  constructor
  · intro h
    by_contra hcon
    obtain ⟨hq, hb⟩ := not_or.mp hcon
    have h0 : (q : ℂ) * projWeight K b = 0 := by
      unfold outlier at h
      linear_combination h
    rcases mul_eq_zero.mp h0 with h1 | h1
    · exact hq (Complex.ofReal_eq_zero.mp h1)
    · have h2 := (projWeight_pos hK hb).1
      rw [h1] at h2
      simp at h2
  · rintro (h | h) <;> simp [outlier, projWeight, h]

/-- For positive definite `K`, `q ≠ 0` and `b ≠ 0` in dimension `m + 1`, the number `1 + q ⟨b, K⁻¹
b⟩` differs from one and is a simple root of the characteristic polynomial, while one is a root of
multiplicity `m`. -/
theorem exactly_one_outlier {m : ℕ} (hn : Fintype.card n = m + 1) {K : Matrix n n ℂ}
    (hK : K.PosDef) {q : ℝ} (hq : q ≠ 0) {b : n → ℂ} (hb : b ≠ 0) :
    outlier K q b ≠ 1 ∧
      rootMultiplicity (outlier K q b) (preconditioned K q b).charpoly = 1 ∧
      rootMultiplicity 1 (preconditioned K q b).charpoly = m := by
  have hne : outlier K q b ≠ 1 := fun h => ((outlier_eq_one_iff hK q b).mp h).elim hq hb
  have h1 : (X - 1 : ℂ[X]) = X - C 1 := by simp
  -- list the roots of the factored polynomial and count them
  have hr : (preconditioned K q b).charpoly.roots
      = Multiset.replicate m 1 + {outlier K q b} := by
    rw [charpoly_preconditioned hn hK, h1,
      roots_mul (mul_ne_zero (pow_ne_zero _ (X_sub_C_ne_zero 1)) (X_sub_C_ne_zero _)),
      roots_pow, roots_X_sub_C, roots_X_sub_C, Multiset.nsmul_singleton]
  refine ⟨hne, ?_, ?_⟩ <;> rw [← count_roots, hr] <;>
    simp [Multiset.count_add, Multiset.count_replicate, hne.symm]

/-- For positive definite `K` and `b ≠ 0` the number `1 + q ⟨b, K⁻¹ b⟩` is real; it lies above one
exactly when `q > 0` and below one exactly when `q < 0`. -/
theorem outlier_position {K : Matrix n n ℂ} (hK : K.PosDef) (q : ℝ) {b : n → ℂ} (hb : b ≠ 0) :
    (outlier K q b).im = 0 ∧ (1 < (outlier K q b).re ↔ 0 < q) ∧
      ((outlier K q b).re < 1 ↔ q < 0) := by
  obtain ⟨h1, h2⟩ := projWeight_pos hK hb
  have hre : (outlier K q b).re = 1 + q * (projWeight K b).re := by simp [outlier]
  refine ⟨by simp [outlier, h2], ?_, ?_⟩
  · rw [hre]
    constructor
    · intro h
      by_contra hq
      nlinarith [mul_nonneg (neg_nonneg.mpr (not_lt.mp hq)) h1.le]
    · intro h
      nlinarith [mul_pos h h1]
  · rw [hre]
    constructor
    · intro h
      by_contra hq
      nlinarith [mul_nonneg (not_lt.mp hq) h1.le]
    · intro h
      nlinarith [mul_pos (neg_pos.mpr h) h1]

/-- For positive definite `K` and `b ≠ 0`, the vector `K⁻¹ b` is nonzero and the preconditioned
operator multiplies it by `1 + q ⟨b, K⁻¹ b⟩`, while every vector orthogonal to `b` is left fixed. -/
theorem eigenvectors {K : Matrix n n ℂ} (hK : K.PosDef) (q : ℝ) {b : n → ℂ} (hb : b ≠ 0) :
    K⁻¹ *ᵥ b ≠ 0 ∧
      preconditioned K q b *ᵥ (K⁻¹ *ᵥ b) = outlier K q b • (K⁻¹ *ᵥ b) ∧
      ∀ x : n → ℂ, star b ⬝ᵥ x = 0 → preconditioned K q b *ᵥ x = x := by
  have hv : ∀ u v x : n → ℂ, vecMulVec u v *ᵥ x = (v ⬝ᵥ x) • u := by
    intro u v x
    ext i
    show ∑ j, (u i * v j) * x j = (∑ j, v j * x j) * u i
    rw [Finset.sum_mul]
    exact Finset.sum_congr rfl fun k _ => by ring
  refine ⟨fun h => ?_, ?_, fun x hx => ?_⟩
  · have h1 := (projWeight_pos hK hb).1
    rw [projWeight, h] at h1
    simp at h1
  · rw [preconditioned_eq hK, add_mulVec, one_mulVec, hv, outlier, projWeight]
    module
  · rw [preconditioned_eq hK, add_mulVec, one_mulVec, hv, hx, zero_smul, add_zero]

/-- For positive definite `K`, the preconditioned operator `M` satisfies `(M - 1) (M - μ) = 0` with
`μ = 1 + q ⟨b, K⁻¹ b⟩`. -/
theorem quadratic_annihilator {K : Matrix n n ℂ} (hK : K.PosDef) (q : ℝ) (b : n → ℂ) :
    (preconditioned K q b - 1) * (preconditioned K q b - outlier K q b • 1) = 0 := by
  -- a rank-one matrix squares to a multiple of itself
  have key : ∀ u v : n → ℂ,
      (1 + vecMulVec u v - 1) * (1 + vecMulVec u v - (1 + v ⬝ᵥ u) • 1) = 0 := by
    intro u v
    have hsq : vecMulVec u v * vecMulVec u v = (v ⬝ᵥ u) • vecMulVec u v := by
      ext i j
      rw [Matrix.mul_apply]
      show ∑ k, (u i * v k) * (u k * v j) = (∑ k, v k * u k) * (u i * v j)
      rw [Finset.sum_mul]
      exact Finset.sum_congr rfl fun k _ => by ring
    have h1 : 1 + vecMulVec u v - (1 + v ⬝ᵥ u) • (1 : Matrix n n ℂ)
        = vecMulVec u v - (v ⬝ᵥ u) • 1 := by module
    rw [h1, add_sub_cancel_left, Matrix.mul_sub, hsq, Matrix.mul_smul, Matrix.mul_one, sub_self]
  have h := key ((q : ℂ) • K⁻¹ *ᵥ b) (star b)
  rw [dotProduct_smul, smul_eq_mul, ← preconditioned_eq hK] at h
  exact h

end

end KineticPreconditionerOutlier
```

```lean
#print axioms KineticPreconditionerOutlier.charpoly_preconditioned
#print axioms KineticPreconditionerOutlier.outlier_position
#print axioms KineticPreconditionerOutlier.eigenvectors
#print axioms KineticPreconditionerOutlier.quadratic_annihilator
```

```
'KineticPreconditionerOutlier.charpoly_preconditioned' depends on axioms: [propext, Classical.choice, Quot.sound]
'KineticPreconditionerOutlier.outlier_position' depends on axioms: [propext, Classical.choice, Quot.sound]
'KineticPreconditionerOutlier.eigenvectors' depends on axioms: [propext, Classical.choice, Quot.sound]
'KineticPreconditionerOutlier.quadratic_annihilator' depends on axioms: [propext, Classical.choice, Quot.sound]
```

## Lean objects and the matrices they denote

The basis functions are indexed by a finite type `n`, and `hn : Fintype.card n = m + 1` fixes the dimension, so the exponent is `m` and no subtraction of natural numbers occurs. `K.PosDef` means Hermitian with $\langle x, Kx\rangle > 0$ for $x \ne 0$. `vecMulVec b (star b)` has entries $b_i\bar b_j$, which is $bb^*$. Mathlib's `⬝ᵥ` is bilinear, so the inner product appears as `star b ⬝ᵥ x`, antilinear in its first slot. `augmented`, `preconditioned`, `projWeight` and `outlier` are $K + q\,bb^*$, $M$, $w$ and $\mu$. The last two are complex by definition, and their reality for $b \neq 0$ is proved in `projWeight_pos` and `outlier_position`. `charpoly` is $\det(X\cdot 1 - M)$, `C` turns a number into a constant polynomial, and `rootMultiplicity` is the algebraic multiplicity.

`charpoly_preconditioned` is the factorisation, for every real `q` and every `b`, zero included. `outlier_eq_one_iff` states that $\mu = 1$ exactly when $q = 0$ or $b = 0$. `exactly_one_outlier` assumes `hq : q ≠ 0` and `hb : b ≠ 0` and gives $\mu \ne 1$ with multiplicities $1$ and $m$. `outlier_position` and `eigenvectors` assume $b \ne 0$ but not $q \ne 0$; `quadratic_annihilator` assumes neither condition. All of these theorems assume that `K` is positive definite.

The proofs follow the derivation. In `charpoly_rank_one_update`, `hdet` writes $av^T$ as a product through the one-element index type `Unit` and applies `det_one_add_mul_comm`. `Polynomial.eq_of_infinite_eval_eq` reduces the claim to the points $t \ne 1$, `hc` supplies $c$ with $(t-1)c = 1$, `h` factors out $t - 1$, `det_smul` produces $(t-1)^{m+1}$, and `linear_combination` cancels one factor using `hc`. `preconditioned_eq` uses positive definiteness only to obtain invertibility, cancels $K^{-1}K$ with `nonsing_inv_mul`, and moves $K^{-1}$ onto the first vector in `hm`; the main theorem chains these two results. `projWeight_pos` takes the positive definiteness of $K^{-1}$ from Mathlib as `hK.inv`, in place of the substitution $y = K^{-1}b$, and splits $0 < w$ in the complex order into a positive real part and a zero imaginary part. `exactly_one_outlier` lists the roots as $m$ copies of $1$ and one copy of $\mu$ and counts them. In `outlier_position`, `nlinarith` settles the sign of $q\,w$. `eigenvectors` rests on `hv`, the rule $uv^Tx = (v\cdot x)\,u$, and proves $K^{-1}b \ne 0$ from $w > 0$. `quadratic_annihilator` rests on `hsq`, which is $R^2 = (v\cdot u)R$.

## One projector, the exact inverse, exact arithmetic

The theorems concern one projector, a finite orthonormal basis, and a preconditioner that is the exact inverse of the same $K$ that appears in the augmented matrix. A local potential, several projectors with a matrix of coefficients, a smoothed or approximate kinetic preconditioner, rounding errors and the dependence of the coefficients on the density during self-consistency are absent from the model. Positive definiteness of $K$ is assumed and not derived from a kinetic operator.

No bound on the size of $\mu$ is stated. In particular $q$ has no lower limit, so $\mu$ can be zero or negative; at $q = -1/w$ the augmented matrix is singular, and $K + q\,bb^*$ is positive definite exactly when $\mu > 0$, because $K^{-1/2}(K + q\,bb^*)K^{-1/2}$ is Hermitian and similar to $M$; this condition is automatic for $q \ge 0$ and can fail for $q < 0$. The matrix $M$ is in general not Hermitian in the inner product $\langle x, y\rangle$, so its eigenvalues alone do not give its spectral norm. These last observations, the normalisations and the Krylov dimension are inferences in prose, and no theorem in the file states them or any iteration count.
